# A particle–hole vector is self-conjugate exactly when its Majorana components are real

Take a complex vector ψ with finitely many particle components and equally many hole components; it need not be normalised, and no Hamiltonian is involved. The theorem says that ψ is unchanged by complex conjugation followed by the particle–hole swap `X` exactly when every component of `W ψ` is real, where `W` is the unitary change to the Majorana basis. The proof rests on the identity conj(`W ψ`) = `W X` conj(ψ). If ψ is self-conjugate, the identity says at once that `W ψ` equals its own conjugate. For the converse, real components give `W X` conj(ψ) = `W ψ`, and the attempt multiplies both sides by the adjoint of `W` to cancel `W`.

The first attempt, which Lean rejects:

```lean
import Mathlib

open Matrix

namespace SelfConjugateIffReal

noncomputable section

variable (n : Type*) [Fintype n] [DecidableEq n]

/-- The block swap `X`, which exchanges the particle and hole components. -/
def swapX : Matrix (n ⊕ n) (n ⊕ n) ℂ := fromBlocks 0 1 1 0

/-- The change of basis `W` from particles and holes to Majorana components. -/
def majoranaW : Matrix (n ⊕ n) (n ⊕ n) ℂ :=
  ((1 / √2 : ℝ) : ℂ) • fromBlocks 1 1 ((-Complex.I) • 1) (Complex.I • 1)

/-- The squared normalisation factor of `W` is one half. -/
lemma norm_factor_sq : ((1 / √2 : ℝ) : ℂ) * ((1 / √2 : ℝ) : ℂ) = 1 / 2 := by
  have h : (1 / √2 : ℝ) * (1 / √2) = 1 / 2 := by
    rw [div_mul_div_comm, Real.mul_self_sqrt (by norm_num), one_mul]
  rw [← Complex.ofReal_mul, h]
  norm_num

omit [Fintype n] in
/-- The adjoint of `W`, written in blocks. -/
lemma majoranaW_adjoint : (majoranaW n)ᴴ =
    ((1 / √2 : ℝ) : ℂ) • fromBlocks 1 (Complex.I • 1) 1 ((-Complex.I) • 1) := by
  have hc : star ((1 / √2 : ℝ) : ℂ) = ((1 / √2 : ℝ) : ℂ) := Complex.conj_ofReal _
  rw [majoranaW, conjTranspose_smul, hc, fromBlocks_conjTranspose]
  congr 1
  simp

/-- The change to the Majorana basis is unitary. -/
theorem majoranaW_unitary : majoranaW n * (majoranaW n)ᴴ = 1 := by
  rw [majoranaW_adjoint, majoranaW, smul_mul_smul_comm, norm_factor_sq,
    fromBlocks_multiply, fromBlocks_smul, ← fromBlocks_one, fromBlocks_inj]
  refine ⟨?_, ?_, ?_, ?_⟩ <;>
    simp only [mul_one, one_mul, Matrix.mul_smul, smul_smul, neg_mul,
      mul_neg, Complex.I_mul_I, neg_neg] <;> module

/-- Complex conjugation of `W` amounts to exchanging particles and holes first. -/
theorem majoranaW_conj :
    (majoranaW n).map (starRingEnd ℂ) = majoranaW n * swapX n := by
  rw [majoranaW, swapX, Matrix.smul_mul, fromBlocks_multiply]
  ext (i | i) (j | j) <;> by_cases h : i = j <;> simp [h]

variable {n}

/-- A vector `ψ` satisfies `X conj(ψ) = ψ` exactly when all components of `W ψ` are real. -/
theorem self_conjugate_iff_real (ψ : n ⊕ n → ℂ) :
    swapX n *ᵥ star ψ = ψ ↔ ∀ i, ((majoranaW n *ᵥ ψ) i).im = 0 := by
  have key : star (majoranaW n *ᵥ ψ) = majoranaW n *ᵥ (swapX n *ᵥ star ψ) := by
    rw [Matrix.mulVec_mulVec, ← majoranaW_conj]
    ext i
    simp [Matrix.mulVec, dotProduct]
  constructor
  · intro h i
    rw [h] at key
    exact Complex.conj_eq_iff_im.mp (congrFun key i)
  · intro h
    have hs : star (majoranaW n *ᵥ ψ) = majoranaW n *ᵥ ψ :=
      funext fun i => Complex.conj_eq_iff_im.mpr (h i)
    have hW : (majoranaW n)ᴴ * majoranaW n = 1 := mul_eq_one_comm.mp (majoranaW_unitary n)
    have h2 := congrArg (fun v => (majoranaW n)ᴴ *ᵥ v) (key.symm.trans hs)
    dsimp only at h2
    rwa [Matrix.mulVec_mulVec, Matrix.mulVec_mulVec ψ, hW, Matrix.one_mulVec,
      Matrix.one_mulVec] at h2

end

end SelfConjugateIffReal
```

The error:

```
Main.lean:66:4: error: `dsimp` made no progress
```

Diagnosis. The one error is in the converse, at the step that cancels `W`. There `h2` is made by `congrArg`, which applies the function `fun v => (majoranaW n)ᴴ *ᵥ v` to both sides of an equation. The line `dsimp only at h2` was there to put each side in place of `v`, so that the products could be seen by the rewrites that follow. The message says that `dsimp` found nothing to change: Lean had already made this substitution when it formed `h2`. A `dsimp` that changes nothing counts as an error, so the proof stopped there although `h2` was already in the form wanted.

The repair deletes the line. The `rwa` then works on `h2` as it stands: it groups the adjoint with `W` on each side, replaces their product by the identity matrix using `hW`, and is left with `X` conj(ψ) = ψ, which is the goal.

Fix (accepted with no message):

```diff
@@ -64,5 +64,5 @@
     have hW : (majoranaW n)ᴴ * majoranaW n = 1 := mul_eq_one_comm.mp (majoranaW_unitary n)
     have h2 := congrArg (fun v => (majoranaW n)ᴴ *ᵥ v) (key.symm.trans hs)
-    dsimp only at h2
+
     rwa [Matrix.mulVec_mulVec, Matrix.mulVec_mulVec ψ, hW, Matrix.one_mulVec,
       Matrix.one_mulVec] at h2
```
